# A Feynman-parameter integral grows as log(m/μ) when the photon mass μ tends to zero

**Q:** Take r > 0 and the integral of z/(z² + r) over z from 0 to 1. The numerator is half the derivative of the denominator, so

∫₀¹ z/(z² + r) dz = ½ log(1 + r) − ½ log r.

As r goes to zero the first term vanishes and −½ log r remains. For z well above √r the integrand is close to 1/z, and below √r it is cut off. That is how I picture an infrared logarithm. Your formal statement has a less tidy denominator, and I doubt that it still describes a photon mass.

**A:** The mechanism is the same. Let μ be the photon mass, m the electron mass and r = (μ/m)². The denominator is z² + (1−z)r, which differs from yours by −zr. In units of m², this denominator appears when the one-loop self-energy of the electron, with its propagators combined by a Feynman parameter z, is differentiated with respect to the momentum and then taken on the mass shell. That derivative enters the wave-function renormalisation, and in Feynman gauge it is infrared divergent for a massless photon. The photon mass is a regulator: it suppresses the long-wavelength contribution that would otherwise diverge, and is sent to zero at the end.

The file opens with its import and namespace, then defines the denominator as a function of two real numbers.

```lean
import Mathlib

open Filter Topology

namespace PhotonMassInfraredLog

noncomputable section

/-- The Feynman-parameter denominator `z² + (1 - z) r`, with `r` the squared
photon-to-electron mass ratio. -/
def denominator (r z : ℝ) : ℝ := z ^ 2 + (1 - z) * r
```

**Q:** And the integral is an ordinary one, with no prescription hidden in it?

**A:** Yes. `infraredIntegral r` is the integral over the real interval from 0 to 1, written I(r) below:

I(r) = ∫₀¹ z/(z² + (1−z)r) dz.

```lean
/-- The infrared-sensitive integral of `z / (z² + (1 - z) r)` over the Feynman parameter. -/
def infraredIntegral (r : ℝ) : ℝ := ∫ z in (0 : ℝ)..1, z / denominator r z
```

**Q:** Then show me what the extra −zr does.

**A:** It shifts the centre of the square. Write D(z) for the denominator at fixed r. Then

D(z) = z² − rz + r = (z − r/2)² + s², with s² = r − r²/4.

The file calls s the `width`.

```lean
/-- The length `√(r - r²/4)` that appears when the square is completed in the denominator. -/
def width (r : ℝ) : ℝ := Real.sqrt (r - r ^ 2 / 4)
```

Since s² = r(4−r)/4, it is positive exactly when 0 < r < 4, that is, for a nonzero photon mass below 2m. In that range D(z) is positive for every real z. The two lemmas below record this; in the first, `nlinarith` receives the square (z − r/2)² and the product r(4−r) as hints, and in the second only the product.

```lean
/-- For a photon mass that is nonzero and below twice the electron mass, the denominator
is positive at every real Feynman parameter. -/
theorem denominator_pos {r : ℝ} (h0 : 0 < r) (h4 : r < 4) (z : ℝ) :
    0 < denominator r z := by
  unfold denominator
  nlinarith [sq_nonneg (z - r / 2), mul_pos h0 (sub_pos.2 h4)]

/-- For `0 < r < 4` the width is positive and its square is `r - r²/4`. -/
theorem width_pos_and_sq {r : ℝ} (h0 : 0 < r) (h4 : r < 4) :
    0 < width r ∧ width r ^ 2 = r - r ^ 2 / 4 := by
  have h : 0 < r - r ^ 2 / 4 := by nlinarith [mul_pos h0 (sub_pos.2 h4)]
  exact ⟨Real.sqrt_pos.2 h, Real.sq_sqrt h.le⟩
```

**Q:** Is the upper limit r < 4 needed? On the interval from 0 to 1 the denominator looks harmless at r = 4.

**A:** It is harmless there, but both the positivity lemma and the closed form fail. At r = 4 we have D(z) = (z−2)², which vanishes at z = 2. The integral itself is finite:

∫₀¹ z/(z−2)² dz = [log(2−z) − 2/(z−2)]₀¹ = 1 − log 2.

The closed form below, however, divides by s, which is now zero. Lean assigns the value 0 to such a quotient, so the right-hand side would read −½ log 4 = −log 2, which is off by 1. The infrared limit only concerns small r, so the restriction costs nothing there.

**Q:** Go on to the closed form, with every step.

**A:** Split the numerator as z = ½(2z − r) + r/2. The first part is half the derivative of D, and the second gives an arctangent:

∫ z/D(z) dz = ½ log D(z) + (r/(2s)) arctan((z − r/2)/s).

At the endpoints D(1) = 1 and D(0) = r, so the logarithm contributes −½ log r. The arctangent is odd, so its lower endpoint enters with a plus sign. For 0 < r < 4 this gives

I(r) = −½ log r + (r/(2s)) (A + B),

A = arctan((1 − r/2)/s), B = arctan(r/(2s)).

The Lean proof runs the same argument backwards. `hderiv` differentiates the proposed antiderivative, and `key` is the completed square in the form 1 + ((z − r/2)/s)² = D(z)/s², which turns the derivative of the arctangent into a fraction over D. Continuity of the integrand, `hint`, then allows the fundamental theorem of calculus to be applied, and `d0` and `d1` are the endpoint values.

```lean
/-- Closed form of the infrared integral for `0 < r < 4`: `-(log r)/2` plus an explicit arctangent
remainder. -/
theorem infraredIntegral_eq {r : ℝ} (h0 : 0 < r) (h4 : r < 4) :
    infraredIntegral r = -Real.log r / 2 + r / (2 * width r) *
      (Real.arctan ((1 - r / 2) / width r) + Real.arctan (r / 2 / width r)) := by
  obtain ⟨hs, hs2⟩ := width_pos_and_sq h0 h4
  -- an antiderivative of the integrand
  have hderiv : ∀ z ∈ Set.uIcc (0 : ℝ) 1, HasDerivAt
      (fun z => Real.log (denominator r z) / 2
        + r / (2 * width r) * Real.arctan ((z - r / 2) / width r))
      (z / denominator r z) z := by
    intro z _
    have hD := denominator_pos h0 h4 z
    have h1 : HasDerivAt (denominator r) (2 * z - r) z := by
      have e : denominator r = fun z => z * z + (1 - z) * r := by
        funext y
        unfold denominator
        ring
      rw [e]
      exact (((hasDerivAt_id' z).fun_mul (hasDerivAt_id' z)).fun_add
        (((hasDerivAt_id' z).const_sub 1).mul_const r)).congr_deriv (by ring)
    have h2 := (h1.log hD.ne').div_const 2
    have h3 := ((((hasDerivAt_id' z).sub_const (r / 2)).div_const
      (width r)).arctan).const_mul (r / (2 * width r))
    refine (h2.fun_add h3).congr_deriv ?_
    -- completing the square
    have key : 1 + ((z - r / 2) / width r) ^ 2 = denominator r z / width r ^ 2 := by
      have e : denominator r z = width r ^ 2 + (z - r / 2) ^ 2 := by
        rw [hs2]
        unfold denominator
        ring
      rw [e, add_div, div_self (pow_ne_zero 2 hs.ne'), div_pow]
    rw [key]
    have hD' := hD.ne'
    have hs' := hs.ne'
    field_simp
    ring
  have hc : Continuous (denominator r) := by
    show Continuous (fun z : ℝ => z ^ 2 + (1 - z) * r)
    fun_prop
  have hint : Continuous (fun z => z / denominator r z) :=
    continuous_id.div hc (fun z => (denominator_pos h0 h4 z).ne')
  have d0 : denominator r 0 = r := by simp [denominator]
  have d1 : denominator r 1 = 1 := by simp [denominator]
  have e : (0 - r / 2) / width r = -(r / 2 / width r) := by ring
  unfold infraredIntegral
  rw [intervalIntegral.integral_eq_sub_of_hasDerivAt hderiv (hint.intervalIntegrable 0 1)]
  simp only [d0, d1, Real.log_one]
  rw [e, Real.arctan_neg]
  ring
```

**Q:** So the whole question is whether the arctangent term disappears. Its prefactor has s in the denominator, and s goes to zero too.

**A:** It does, but only like √r, while the numerator goes like r. For 0 < r ≤ 2,

s² = r(1 − r/4) ≥ r/2,

so 2s ≥ √(2r) ≥ √r, and therefore r/(2s) ≤ √r. Both arctangents have non-negative arguments in this range, so each lies between 0 and π/2. Hence

0 ≤ I(r) + ½ log r ≤ π√r.

In the proof, `hle` is the inequality √r ≤ 2s and `hpre` the resulting bound on the prefactor. The condition r ≤ 2 keeps 1 − r/2, and with it A, from becoming negative.

```lean
/-- For `0 < r ≤ 2` the infrared integral exceeds `-(log r)/2` by at least zero
and at most `π √r`. -/
theorem remainder_bounds {r : ℝ} (h0 : 0 < r) (h2 : r ≤ 2) :
    0 ≤ infraredIntegral r + Real.log r / 2 ∧
      infraredIntegral r + Real.log r / 2 ≤ Real.sqrt r * Real.pi := by
  have h4 : r < 4 := by linarith
  obtain ⟨hs, hs2⟩ := width_pos_and_sq h0 h4
  have nonneg : ∀ x : ℝ, 0 ≤ x → 0 ≤ Real.arctan x := by
    intro x hx
    have h := Real.arctan_strictMono.monotone hx
    rwa [Real.arctan_zero] at h
  have hA := nonneg ((1 - r / 2) / width r) (div_nonneg (by linarith) hs.le)
  have hB := nonneg (r / 2 / width r) (by positivity)
  have hA' := Real.arctan_lt_pi_div_two ((1 - r / 2) / width r)
  have hB' := Real.arctan_lt_pi_div_two (r / 2 / width r)
  -- the prefactor is at most `√r`
  have hle : Real.sqrt r ≤ 2 * width r :=
    Real.sqrt_le_iff.2 ⟨by positivity, by nlinarith⟩
  have hpre : r / (2 * width r) ≤ Real.sqrt r := by
    rw [div_le_iff₀ (by positivity)]
    nlinarith [Real.mul_self_sqrt h0.le,
      mul_le_mul_of_nonneg_left hle (Real.sqrt_nonneg r)]
  have e : infraredIntegral r + Real.log r / 2 = r / (2 * width r) *
      (Real.arctan ((1 - r / 2) / width r) + Real.arctan (r / 2 / width r)) := by
    rw [infraredIntegral_eq h0 h4]
    ring
  rw [e]
  exact ⟨mul_nonneg (by positivity) (by linarith),
    mul_le_mul hpre (by linarith) (by linarith) (Real.sqrt_nonneg r)⟩
```

**Q:** That is a statement at finite photon mass, which I like better than a limit. For μ/m = 0.01 the logarithm alone is log 100 ≈ 4.605, and the error is at most 0.01π ≈ 0.031.

**A:** Yes, and the limit follows by squeezing. Here is how to read the main theorem. `Tendsto f (𝓝[>] 0) (𝓝 0)` says that f(r) approaches 0 as r approaches 0 through positive values only. That is the physical direction, since r is a squared mass ratio. `Real.log` is the natural logarithm. The two bounds are needed only close to zero, so the proof uses them on the open interval from 0 to 2.

```lean
/-- Photon-mass infrared logarithm: `I(r) + (log r)/2` tends to zero as the squared
photon-to-electron mass ratio `r` decreases to zero. -/
theorem infrared_logarithm :
    Tendsto (fun r => infraredIntegral r + Real.log r / 2) (𝓝[>] 0) (𝓝 0) := by
  have hup : Tendsto (fun r : ℝ => Real.sqrt r * Real.pi) (𝓝[>] 0) (𝓝 0) :=
    (Continuous.tendsto' (by fun_prop) 0 0 (by simp)).mono_left nhdsWithin_le_nhds
  have hmem : Set.Ioo (0 : ℝ) 2 ∈ 𝓝[>] (0 : ℝ) := Ioo_mem_nhdsGT (by norm_num)
  refine tendsto_of_tendsto_of_tendsto_of_le_of_le' tendsto_const_nhds hup ?_ ?_
  · filter_upwards [hmem] with r hr
    exact (remainder_bounds hr.1 hr.2.le).1
  · filter_upwards [hmem] with r hr
    exact (remainder_bounds hr.1 hr.2.le).2
```

**Q:** A bound of π√r could be generous. Perhaps the true correction is of order r, as in my simple integral, where it was ½ log(1 + r).

**A:** Here the −zr term does make a difference. From s = √r √(1 − r/4), dividing the remainder by √r gives

(I(r) + ½ log r)/√r = (A + B)/(2√(1 − r/4)).

As r decreases to zero, the argument of A grows without bound, so A → π/2. The argument of B is √r/(2√(1 − r/4)), so B → 0. The square root tends to 1, and the quotient tends to π/4. The leading correction is therefore (π/4)√r = (π/4)(μ/m), linear in the photon mass.

The Lean proof establishes these limits separately: `hw` for the square root, `hA` and `hB` for the arctangents. For `hA` it first shows in `hs` that the width tends to zero from above, so that its inverse tends to plus infinity. The rest identifies the product of the limits with the quotient in the theorem, using the factorisation `hf` of the width.

```lean
/-- The difference between the infrared integral and `-(log r)/2`, divided by `√r`, tends to `π/4`
as `r` decreases to zero. -/
theorem leading_correction :
    Tendsto (fun r => (infraredIntegral r + Real.log r / 2) / Real.sqrt r)
      (𝓝[>] 0) (𝓝 (Real.pi / 4)) := by
  have hmem : Set.Ioo (0 : ℝ) 2 ∈ 𝓝[>] (0 : ℝ) := Ioo_mem_nhdsGT (by norm_num)
  have hw : Tendsto (fun r : ℝ => Real.sqrt (1 - r / 4)) (𝓝[>] 0) (𝓝 1) :=
    (Continuous.tendsto' (by fun_prop) 0 1 (by simp)).mono_left nhdsWithin_le_nhds
  have hq : Tendsto (fun r : ℝ => Real.sqrt r / 2) (𝓝[>] 0) (𝓝 0) :=
    (Continuous.tendsto' (by fun_prop) 0 0 (by simp)).mono_left nhdsWithin_le_nhds
  have hn : Tendsto (fun r : ℝ => 1 - r / 2) (𝓝[>] 0) (𝓝 1) :=
    (Continuous.tendsto' (by fun_prop) 0 1 (by simp)).mono_left nhdsWithin_le_nhds
  have hs : Tendsto width (𝓝[>] 0) (𝓝[>] 0) := by
    refine tendsto_nhdsWithin_iff.2 ⟨?_, ?_⟩
    · have hc : Continuous width := by
        show Continuous (fun r : ℝ => Real.sqrt (r - r ^ 2 / 4))
        fun_prop
      exact (hc.tendsto' 0 0 (by simp [width])).mono_left nhdsWithin_le_nhds
    · filter_upwards [hmem] with r hr
      exact (width_pos_and_sq hr.1 (by linarith [hr.2])).1
  -- one arctangent tends to `π/2`, the other to zero
  have hA : Tendsto (fun r => Real.arctan ((1 - r / 2) / width r))
      (𝓝[>] 0) (𝓝 (Real.pi / 2)) := by
    have h : Tendsto (fun r => (1 - r / 2) / width r) (𝓝[>] 0) atTop := by
      simp only [div_eq_mul_inv _ (width _)]
      exact hn.pos_mul_atTop one_pos (tendsto_inv_nhdsGT_zero.comp hs)
    exact (Real.tendsto_arctan_atTop.mono_right nhdsWithin_le_nhds).comp h
  have hB : Tendsto (fun r => Real.arctan (Real.sqrt r / 2 / Real.sqrt (1 - r / 4)))
      (𝓝[>] 0) (𝓝 0) :=
    (Real.continuous_arctan.tendsto' 0 0 Real.arctan_zero).comp
      (by
        have h : Tendsto (fun r : ℝ => Real.sqrt r / 2 / Real.sqrt (1 - r / 4))
            (𝓝[>] 0) (𝓝 (0 / 1)) := hq.div hw one_ne_zero
        rwa [zero_div] at h)
  have hlim := ((hw.const_mul 2).inv₀ (by norm_num)).mul (hA.add hB)
  have hval : ((2 : ℝ) * 1)⁻¹ * (Real.pi / 2 + 0) = Real.pi / 4 := by ring
  rw [hval] at hlim
  refine hlim.congr' ?_
  filter_upwards [hmem] with r hr
  have hq0 : 0 < Real.sqrt r := Real.sqrt_pos.2 hr.1
  have hw0 : 0 < Real.sqrt (1 - r / 4) := Real.sqrt_pos.2 (by linarith [hr.2])
  have hf : width r = Real.sqrt r * Real.sqrt (1 - r / 4) := by
    rw [← Real.sqrt_mul hr.1.le]
    unfold width
    congr 1
    ring
  have e1 : ∀ q w : ℝ, 0 < q → 0 < w → q * q / 2 / (q * w) = q / 2 / w := by
    intro q w h h'
    field_simp
  have e2 : ∀ q w T : ℝ, 0 < q → 0 < w →
      q * q / (2 * (q * w)) * T / q = (2 * w)⁻¹ * T := by
    intro q w T h h'
    field_simp
  have h1 := e1 _ _ hq0 hw0
  have h2 := e2 _ _ (Real.arctan ((1 - r / 2) / width r)
    + Real.arctan (Real.sqrt r / 2 / Real.sqrt (1 - r / 4))) hq0 hw0
  rw [Real.mul_self_sqrt hr.1.le, ← hf] at h1 h2
  rw [infraredIntegral_eq hr.1 (by linarith [hr.2]), h1, ← h2]
  ring
```

**Q:** I still think in masses, not in r. Is the statement with log(m/μ) proved, or left to the reader?

**A:** It is proved. Fix m > 0 and put r = (μ/m)². Then −½ log r = log(m/μ), and r decreases to zero when μ does. The theorem says that

I((μ/m)²) − log(m/μ) → 0 as μ decreases to zero.

The proof composes the main theorem with this substitution, after `hr` has checked that r stays positive and tends to zero. The last lines are the rules for the logarithm of a power and of a quotient.

```lean
/-- At fixed electron mass `m`, the infrared integral minus `log (m/μ)` tends to zero
as the photon mass `μ` decreases to zero. -/
theorem infrared_logarithm_masses {m : ℝ} (hm : 0 < m) :
    Tendsto (fun μ => infraredIntegral ((μ / m) ^ 2) - Real.log (m / μ))
      (𝓝[>] 0) (𝓝 0) := by
  have hr : Tendsto (fun μ : ℝ => (μ / m) ^ 2) (𝓝[>] 0) (𝓝[>] 0) := by
    refine tendsto_nhdsWithin_iff.2 ⟨?_, ?_⟩
    · exact (Continuous.tendsto' (by fun_prop) 0 0 (by simp)).mono_left nhdsWithin_le_nhds
    · filter_upwards [self_mem_nhdsWithin] with μ hμ
      exact pow_pos (div_pos hμ hm) 2
  refine (infrared_logarithm.comp hr).congr' ?_
  filter_upwards [self_mem_nhdsWithin] with μ hμ
  have hμ' : μ ≠ 0 := ne_of_gt hμ
  simp only [Function.comp_apply]
  rw [Real.log_pow, Real.log_div hμ' hm.ne', Real.log_div hm.ne' hμ']
  push_cast
  ring

end

end PhotonMassInfraredLog
```

**Q:** Then my remaining doubt is about scope. A self-energy has Dirac matrices, a coupling constant and an ultraviolet divergence, and I see none of them.

**A:** They are absent. The file starts from the scalar integral; the loop momentum integration and the Feynman parametrisation that lead to such a denominator are not formalised. Nor does the file treat the emission of soft photons, whose contribution has to be combined with the virtual one before the regulator drops out of an inclusive rate. What is established is the behaviour of one real integral with one parameter.

**Q:** Where would I use that?

**A:** In one-loop quantum electrodynamics with a photon-mass regulator, it fixes the coefficient of log(m/μ) contributed by this single scalar integral, together with the size of what is neglected. It also offers a test for a numerical quadrature of the same one-parameter integral. The integrand peaks at z = √r = μ/m, so a uniform grid with a spacing much larger than that does not resolve the region where the logarithm is cut off, and the closed form shows how large the resulting error is.

**Q:** So the formal statement captures the infrared logarithm of this integral, and the route from the diagram to the integral remains mine to justify.

**A:** Yes, that is the division of labour.

```lean
#print axioms PhotonMassInfraredLog.leading_correction
#print axioms PhotonMassInfraredLog.infrared_logarithm_masses
```

```
'PhotonMassInfraredLog.leading_correction' depends on axioms: [propext, Classical.choice, Quot.sound]
'PhotonMassInfraredLog.infrared_logarithm_masses' depends on axioms: [propext, Classical.choice, Quot.sound]
```
